# Couplings over gaps bound the hyperfine-induced decay amplitude of a level mixed with higher states that do not couple to each other

The lowest ${}^3P_0$ level of ${}^{87}$Sr can decay to the ground state by emitting one photon because the hyperfine interaction mixes it with other levels. To estimate such a decay amplitude to first order, one divides each hyperfine matrix element by an energy gap, multiplies by the transition amplitude of the admixed state, and adds the terms. If the magnitudes are added, the sum is an upper bound on the magnitude of the amplitude computed from the normalised exact eigenvector. This holds in a finite model where the excited states lie above the reference state, do not couple to each other, and alone have a transition amplitude to the final state, for an eigenstate whose energy is not above the unperturbed reference energy.

The excited states are labelled by a finite type `ι`.

```lean
import Mathlib

open Matrix

namespace HyperfineInducedDecay

noncomputable section

variable {ι : Type*} [Fintype ι] [DecidableEq ι]
```

## A reference level coupled to a set of excited levels

Put the reference state $|0\rangle$ at energy zero and the excited states $|i\rangle$ at energies $D_i$. The hyperfine interaction supplies the matrix elements $v_i=\langle 0|H|i\rangle$, so that

$$H=\sum_i D_i|i\rangle\langle i|+\sum_i\left(v_i|0\rangle\langle i|+v_i^*|i\rangle\langle 0|\right).$$

In Lean the basis is `Option ι`: `none` is the reference state and `some i` is an excited state. The gaps are real and the couplings complex. Diagonal hyperfine shifts are taken to be included in the energies, with zero set at the shifted reference level.

```lean
/-- Hamiltonian of a reference state at energy zero (`none`), coupled by `v i` to excited
states (`some i`) at energies `D i` that are not coupled to each other. -/
def hyperfineH (D : ι → ℝ) (v : ι → ℂ) : Matrix (Option ι) (Option ι) ℂ :=
  Matrix.of fun a b =>
    match a, b with
    | none, none => 0
    | none, some i => v i
    | some i, none => star (v i)
    | some i, some j => if i = j then (D i : ℂ) else 0
```

Let $d_i$ be the amplitude for the transition from $|i\rangle$ to one chosen final state, for one component of the transition operator. If the reference state has no such amplitude of its own, a state with coefficients $c_0$ and $c_i$ decays with amplitude

$$A=\sum_i d_i c_i .$$

Here $c_0$ stands for `c none` and $c_i$ for `c (some i)`. A decay rate would also need $|A|^2$, a frequency factor and sums over final states and polarisations.

```lean
/-- Decay amplitude of the mixed state `c`, where `d i` is the transition amplitude of the
excited state `i` and the reference state itself does not decay. -/
def decayAmplitude (d : ι → ℂ) (c : Option ι → ℂ) : ℂ := ∑ i, d i * c (some i)
```

## The two kinds of row in the eigenvalue equation

The component of $Hc$ along the reference state collects all the couplings:

$$(Hc)_0=\sum_i v_i c_i .$$

```lean
/-- The Hamiltonian acting on a state, component along the reference state. -/
theorem mulVec_none (D : ι → ℝ) (v : ι → ℂ) (c : Option ι → ℂ) :
    (hyperfineH D v *ᵥ c) none = ∑ i, v i * c (some i) := by
  simp [hyperfineH, Matrix.mulVec, dotProduct, Fintype.sum_option]
```

Along an excited state only two terms survive, because the excited states do not couple to each other:

$$(Hc)_i=v_i^*c_0+D_i c_i .$$

```lean
/-- The Hamiltonian acting on a state, component along an excited state. -/
theorem mulVec_some (D : ι → ℝ) (v : ι → ℂ) (c : Option ι → ℂ) (i : ι) :
    (hyperfineH D v *ᵥ c) (some i) = star (v i) * c none + D i * c (some i) := by
  simp [hyperfineH, Matrix.mulVec, dotProduct, Fintype.sum_option, ite_mul]
```

## The exact admixture

Let $Hc=Ec$ with $E$ real, $E\le 0$ and every $D_i>0$. These are the hypotheses `hc`, `hE` and `hD`. Every general theorem below assumes all three, also where its docstring does not repeat them. The condition on $E$ selects a state that level repulsion has pushed down, or left in place. By the variational principle the lowest eigenvalue is at most the diagonal entry $0$, so the ground state of the model always qualifies; this supporting argument is not part of the Lean development.

Row $i$ reads $v_i^*c_0+D_ic_i=Ec_i$, hence $(D_i-E)c_i=-v_i^*c_0$. Since $D_i-E>0$, division gives

$$c_i=-\frac{v_i^*c_0}{D_i-E}.$$

The proof first shows that the denominator is nonzero, then multiplies it out with `eq_div_iff`; `linear_combination h` is the rearrangement of the row.

```lean
variable {D : ι → ℝ} {v : ι → ℂ} {c : Option ι → ℂ} {E : ℝ}

/-- The exact admixture of an excited state in an eigenstate of energy `E ≤ 0`. -/
theorem admixture (hD : ∀ i, 0 < D i) (hE : E ≤ 0)
    (hc : hyperfineH D v *ᵥ c = (E : ℂ) • c) (i : ι) :
    c (some i) = -(star (v i) * c none) / ((D i - E : ℝ) : ℂ) := by
  have h := congrFun hc (some i)
  rw [mulVec_some] at h
  simp only [Pi.smul_apply, smul_eq_mul] at h
  have hne : ((D i - E : ℝ) : ℂ) ≠ 0 :=
    Complex.ofReal_ne_zero.mpr (ne_of_gt (by linarith [hD i]))
  rw [eq_div_iff hne]
  push_cast
  linear_combination h
```

Multiplying by $d_i$ and taking magnitudes, with $|v_i^*|=|v_i|$ and a positive denominator, gives

$$|d_ic_i|=|c_0|\,\frac{|d_i||v_i|}{D_i-E}.$$

```lean
/-- The magnitude of the contribution of one excited state to the decay amplitude. -/
theorem norm_contribution (hD : ∀ i, 0 < D i) (hE : E ≤ 0)
    (hc : hyperfineH D v *ᵥ c = (E : ℂ) • c) (d : ι → ℂ) (i : ι) :
    ‖d i * c (some i)‖ = ‖c none‖ * (‖d i‖ * ‖v i‖ / (D i - E)) := by
  have hpos : 0 ≤ D i - E := by linarith [hD i]
  rw [admixture hD hE hc i, norm_mul, norm_div, norm_neg, norm_mul, norm_star,
    Complex.norm_real, Real.norm_of_nonneg hpos]
  ring
```

## The bound on the amplitude

The triangle inequality bounds $|A|$ by the sum of these contributions. Because $E\le0$, we have $D_i-E\ge D_i$, and each fraction can only grow when its denominator is replaced by $D_i$:

$$|A|\le\sum_i|d_ic_i|\le |c_0|\sum_i\frac{|d_i||v_i|}{D_i}.$$

In the proof `norm_sum_le` is the triangle inequality and `div_le_div_of_nonneg_left` the change of denominator. The vector $c$ need not be normalised, since both sides scale with it. For a normalised state $|c_0|\le1$, so the sum alone is then a bound.

```lean
/-- The hyperfine-induced decay amplitude of an eigenstate with energy `E ≤ 0` is at most the
reference amplitude times the sum of `|d i| |v i| / D i` over the excited states. -/
theorem decayAmplitude_le (hD : ∀ i, 0 < D i) (hE : E ≤ 0)
    (hc : hyperfineH D v *ᵥ c = (E : ℂ) • c) (d : ι → ℂ) :
    ‖decayAmplitude d c‖ ≤ ‖c none‖ * ∑ i, ‖d i‖ * ‖v i‖ / D i := by
  rw [decayAmplitude, Finset.mul_sum]
  refine (norm_sum_le _ _).trans (Finset.sum_le_sum fun i _ => ?_)
  rw [norm_contribution hD hE hc d i]
  -- lowering the energy below zero only widens the gap
  exact mul_le_mul_of_nonneg_left
    (div_le_div_of_nonneg_left (by positivity) (hD i) (by linarith)) (norm_nonneg _)
```

## The energy shift

If $c_0$ were zero, the admixture formula would make every $c_i$ zero as well. A nonzero eigenvector with $E\le0$ therefore has $c_0\ne0$. Substituting the admixtures into the reference row gives

$$Ec_0=\sum_i v_ic_i=-c_0\sum_i\frac{|v_i|^2}{D_i-E},$$

and cancelling $c_0$ leaves the secular equation

$$E=-\sum_i\frac{|v_i|^2}{D_i-E}.$$

The intermediate statement `key` is the equation before cancellation. It is an equality of complex numbers, and the last line of the proof brings it back to the reals.

```lean
/-- A nonzero eigenstate with energy `E ≤ 0` contains the reference state, and its energy
solves the secular equation `E = -∑ |v i|² / (D i - E)`. -/
theorem secular_equation (hD : ∀ i, 0 < D i) (hE : E ≤ 0)
    (hc : hyperfineH D v *ᵥ c = (E : ℂ) • c) (hc0 : c ≠ 0) :
    c none ≠ 0 ∧ E = -∑ i, ‖v i‖ ^ 2 / (D i - E) := by
  have hn : c none ≠ 0 := by
    intro h0
    apply hc0
    funext o
    rcases o with _ | i
    · exact h0
    · rw [admixture hD hE hc i, h0]
      simp
  refine ⟨hn, ?_⟩
  have h := congrFun hc none
  rw [mulVec_none] at h
  simp only [Pi.smul_apply, smul_eq_mul] at h
  -- insert the admixtures into the reference row and cancel the reference amplitude
  have key : (E : ℂ) * c none = ((-∑ i, ‖v i‖ ^ 2 / (D i - E) : ℝ) : ℂ) * c none := by
    rw [← h, Complex.ofReal_neg, Complex.ofReal_sum, neg_mul, Finset.sum_mul,
      ← Finset.sum_neg_distrib]
    refine Finset.sum_congr rfl fun i _ => ?_
    have hv : v i * star (v i) = ((‖v i‖ ^ 2 : ℝ) : ℂ) := by
      rw [← Complex.normSq_eq_norm_sq]
      exact Complex.mul_conj (v i)
    rw [admixture hD hE hc i, Complex.ofReal_div, ← hv]
    ring
  exact Complex.ofReal_injective (mul_right_cancel₀ hn key)
```

## When the inequality is strict

Suppose that $c\neq0$ and that some excited state $k$ has both $d_k\ne0$ and $v_k\ne0$. Term $k$ of the secular sum is positive and the others are nonnegative, so $E<0$. Then $D_k-E>D_k$, and since $c_0\ne0$,

$$|c_0|\frac{|d_k||v_k|}{D_k-E}<|c_0|\frac{|d_k||v_k|}{D_k}.$$

The other terms obey the weak inequality, so the total is strictly below the bound. `Finset.sum_lt_sum` combines the weak inequalities with the strict one.

```lean
/-- The bound on the decay amplitude is strict for a nonzero eigenstate as soon as one excited
state both decays and couples to the reference state. -/
theorem decayAmplitude_lt (hD : ∀ i, 0 < D i) (hE : E ≤ 0)
    (hc : hyperfineH D v *ᵥ c = (E : ℂ) • c) (hc0 : c ≠ 0) (d : ι → ℂ)
    {k : ι} (hd : d k ≠ 0) (hv : v k ≠ 0) :
    ‖decayAmplitude d c‖ < ‖c none‖ * ∑ i, ‖d i‖ * ‖v i‖ / D i := by
  obtain ⟨hn, hs⟩ := secular_equation hD hE hc hc0
  have hgap : ∀ i, 0 < D i - E := fun i => by linarith [hD i]
  have hvk : 0 < ‖v k‖ := norm_pos_iff.mpr hv
  have hdk : 0 < ‖d k‖ := norm_pos_iff.mpr hd
  -- the coupling pushes the energy strictly below zero
  have hsum : 0 < ∑ i, ‖v i‖ ^ 2 / (D i - E) :=
    Finset.sum_pos' (fun i _ => div_nonneg (by positivity) (hgap i).le)
      ⟨k, Finset.mem_univ k, div_pos (by positivity) (hgap k)⟩
  have hneg : E < 0 := by linarith
  rw [decayAmplitude, Finset.mul_sum]
  refine (norm_sum_le _ _).trans_lt (Finset.sum_lt_sum (fun i _ => ?_)
    ⟨k, Finset.mem_univ k, ?_⟩)
  · rw [norm_contribution hD hE hc d i]
    exact mul_le_mul_of_nonneg_left
      (div_le_div_of_nonneg_left (by positivity) (hD i) (by linarith)) (norm_nonneg _)
  · rw [norm_contribution hD hE hc d k]
    exact mul_lt_mul_of_pos_left
      (div_lt_div_of_pos_left (by positivity) (hD k) (by linarith)) (norm_pos_iff.mpr hn)
```

## How far first-order perturbation theory is off

First-order mixing uses $-v_i^*c_0/D_i$ in place of the exact admixture, with the same $c_0$. The difference of the inverse gaps is

$$\frac1{D_i-E}-\frac1{D_i}=\frac{E}{D_i(D_i-E)},$$

so the exact contribution minus the first-order one equals

$$d_iv_i^*c_0\,\frac{-E}{D_i(D_i-E)}.$$

Since $D_i(D_i-E)\ge D_i^2$, taking magnitudes and summing gives

$$\left|A+c_0\sum_i\frac{d_iv_i^*}{D_i}\right|\le |c_0|(-E)\sum_i\frac{|d_i||v_i|}{D_i^2}.$$

In the proof, `e` is the identity for one term, `hle` is the comparison of denominators, and the `calc` block assembles the estimate. For a nonzero eigenvector the secular equation makes $-E$ second order in the couplings, so with the gaps, the $d_i$ and $c_0$ held fixed this error is of third order or higher.

```lean
/-- The exact decay amplitude differs from the first-order perturbative one,
`-c₀ ∑ d i v i* / D i`, by at most `|c₀| (-E) ∑ |d i| |v i| / (D i)²`. -/
theorem perturbative_error (hD : ∀ i, 0 < D i) (hE : E ≤ 0)
    (hc : hyperfineH D v *ᵥ c = (E : ℂ) • c) (d : ι → ℂ) :
    ‖decayAmplitude d c - -(c none * ∑ i, d i * star (v i) / (D i : ℂ))‖
      ≤ ‖c none‖ * (-E) * ∑ i, ‖d i‖ * ‖v i‖ / D i ^ 2 := by
  rw [decayAmplitude, sub_neg_eq_add, Finset.mul_sum, ← Finset.sum_add_distrib, Finset.mul_sum]
  refine (norm_sum_le _ _).trans (Finset.sum_le_sum fun i _ => ?_)
  have hDi := hD i
  have hgap : 0 < D i - E := by linarith
  have h1 : (D i : ℂ) ≠ 0 := Complex.ofReal_ne_zero.mpr hDi.ne'
  have h2 : (D i : ℂ) - (E : ℂ) ≠ 0 := by
    rw [← Complex.ofReal_sub]
    exact Complex.ofReal_ne_zero.mpr hgap.ne'
  -- the error of each term is the difference of two inverse gaps
  have e : d i * c (some i) + c none * (d i * star (v i) / (D i : ℂ))
      = d i * star (v i) * c none * ((-E / (D i * (D i - E)) : ℝ) : ℂ) := by
    have aux : ∀ a b s z w : ℂ, a ≠ 0 → a - b ≠ 0 →
        w * (-(s * z) / (a - b)) + z * (w * s / a) = w * s * z * (-b / (a * (a - b))) := by
      intro a b s z w ha hab
      field_simp
      ring
    rw [admixture hD hE hc i]
    push_cast
    exact aux _ _ _ _ _ h1 h2
  have hsq : D i ^ 2 ≤ D i * (D i - E) := by
    rw [sq]
    exact mul_le_mul_of_nonneg_left (by linarith) hDi.le
  have hle : -E / (D i * (D i - E)) ≤ -E / D i ^ 2 :=
    div_le_div_of_nonneg_left (neg_nonneg.mpr hE) (pow_pos hDi 2) hsq
  rw [e, norm_mul, norm_mul, norm_mul, norm_star, Complex.norm_real,
    Real.norm_of_nonneg (div_nonneg (by linarith) (mul_pos hDi hgap).le)]
  calc ‖d i‖ * ‖v i‖ * ‖c none‖ * (-E / (D i * (D i - E)))
      ≤ ‖d i‖ * ‖v i‖ * ‖c none‖ * (-E / D i ^ 2) :=
        mul_le_mul_of_nonneg_left hle
          (mul_nonneg (mul_nonneg (norm_nonneg _) (norm_nonneg _)) (norm_nonneg _))
    _ = ‖c none‖ * (-E) * (‖d i‖ * ‖v i‖ / D i ^ 2) := by ring
```

## Three levels with real couplings

With two excited states and real entries, the eigenvalue equation is

$$\begin{pmatrix}0&v_1&v_2\\v_1&D_1&0\\v_2&0&D_2\end{pmatrix}
\begin{pmatrix}c_0\\c_1\\c_2\end{pmatrix}
=E\begin{pmatrix}c_0\\c_1\\c_2\end{pmatrix}.$$

Its second and third rows give $(D_j-E)c_j=-v_jc_0$ for $j=1,2$. Let both gaps be positive and $E\le0$, as the theorem assumes. Then $0<D_j\le D_j-E$, and it follows that $D_j|c_j|\le|v_j||c_0|$, and therefore

$$|d_1c_1+d_2c_2|\le|c_0|\left(\frac{|d_1v_1|}{D_1}+\frac{|d_2v_2|}{D_2}\right).$$

The theorem is stated for an explicit matrix and proved directly from these rows. The local statement `step` treats one excited state and is applied twice, and `abs_add_le` joins the results.

```lean
/-- The three-level case with real couplings: the decay amplitude `d1 c1 + d2 c2` of an eigenvector
with energy `E ≤ 0` has magnitude at most `|c0| (|d1 v1| / D1 + |d2 v2| / D2)`. -/
theorem three_level_bound {D1 D2 v1 v2 c0 c1 c2 E : ℝ} (h1 : 0 < D1) (h2 : 0 < D2) (hE : E ≤ 0)
    (hc : !![0, v1, v2; v1, D1, 0; v2, 0, D2] *ᵥ ![c0, c1, c2] = E • ![c0, c1, c2])
    (d1 d2 : ℝ) :
    |d1 * c1 + d2 * c2| ≤ |c0| * (|d1 * v1| / D1 + |d2 * v2| / D2) := by
  have e1 : v1 * c0 + D1 * c1 = E * c1 := by
    simpa [Matrix.mulVec, dotProduct, Fin.sum_univ_succ] using congrFun hc 1
  have e2 : v2 * c0 + D2 * c2 = E * c2 := by
    simpa [Matrix.mulVec, dotProduct, Fin.sum_univ_succ] using congrFun hc 2
  -- each excited row bounds the contribution of its own state
  have step : ∀ g v x d : ℝ, 0 < g → v * c0 + g * x = E * x →
      |d * x| ≤ |c0| * (|d * v| / g) := by
    intro g v x d hg h
    have hp : 0 < g - E := by linarith
    have h' : (g - E) * x = -(v * c0) := by linear_combination h
    have ha := congrArg abs h'
    rw [abs_mul, abs_neg, abs_mul, abs_of_pos hp] at ha
    have hx : |x| ≤ |v| * |c0| / g := by
      rw [le_div_iff₀ hg, ← ha, mul_comm]
      exact mul_le_mul_of_nonneg_right (by linarith) (abs_nonneg x)
    calc |d * x| = |d| * |x| := abs_mul d x
      _ ≤ |d| * (|v| * |c0| / g) := mul_le_mul_of_nonneg_left hx (abs_nonneg d)
      _ = |c0| * (|d * v| / g) := by rw [abs_mul]; ring
  have b1 := step D1 v1 c1 d1 h1 e1
  have b2 := step D2 v2 c2 d2 h2 e2
  have b3 := abs_add_le (d1 * c1) (d2 * c2)
  rw [mul_add]
  linarith
```

## An explicit eigenstate

Take two excited states with $D_i=1$ and $v_i=1$. The vector $(2,-1,-1)$, with the reference amplitude first, satisfies

$$\begin{aligned}(-1)+(-1)&=-2=(-1)\cdot 2,\\ 2+(-1)&=1=(-1)\cdot(-1),\end{aligned}$$

where the second line holds for each excited state. It is an eigenvector with $E=-1$, and its normalised form is $(2,-1,-1)/\sqrt6$. The assumptions of the bound are thus met by a state with nonzero admixtures. The proof checks the two kinds of row separately.

```lean
/-- For two excited states with unit gaps and unit couplings, the state with amplitudes `(2, -1,
-1)`, not normalised, is an eigenstate of energy `-1`. -/
theorem hyperfineH_witness :
    hyperfineH (fun _ : Fin 2 => (1 : ℝ)) (fun _ => (1 : ℂ)) *ᵥ
        (fun o : Option (Fin 2) => o.elim (2 : ℂ) (fun _ => -1))
      = ((-1 : ℝ) : ℂ) • (fun o : Option (Fin 2) => o.elim (2 : ℂ) (fun _ => -1)) := by
  funext o
  rcases o with _ | i
  · rw [mulVec_none]
    norm_num [Fin.sum_univ_two]
  · rw [mulVec_some]
    norm_num

end

end HyperfineInducedDecay
```

```lean
#print axioms HyperfineInducedDecay.decayAmplitude_le
#print axioms HyperfineInducedDecay.decayAmplitude_lt
#print axioms HyperfineInducedDecay.perturbative_error
#print axioms HyperfineInducedDecay.three_level_bound
```

```
'HyperfineInducedDecay.decayAmplitude_le' depends on axioms: [propext, Classical.choice, Quot.sound]
'HyperfineInducedDecay.decayAmplitude_lt' depends on axioms: [propext, Classical.choice, Quot.sound]
'HyperfineInducedDecay.perturbative_error' depends on axioms: [propext, Classical.choice, Quot.sound]
'HyperfineInducedDecay.three_level_bound' depends on axioms: [propext, Classical.choice, Quot.sound]
```

## Numbers for unequal gaps

In a common energy unit let $D_1=7$, $D_2=17$, $v_1=2$ and $v_2=3$. The secular equation is solved by $E=-1$, because $4/8+9/18=1$. The admixtures relative to $c_0$ are $-2/8=-1/4$ and $-3/18=-1/6$, so the normalised eigenvector is

$$\frac{1}{\sqrt{157}}(12,-3,-2).$$

With $d_1=d_2=1$ the quantities compare as follows.

| Quantity | Value |
|---|---|
| Exact magnitude, $5/\sqrt{157}$ | 0.399 |
| Bound, $\frac{12}{\sqrt{157}}\left(\frac27+\frac3{17}\right)$ | 0.443 |
| Actual error of the first-order amplitude | 0.044 |
| Bound on that error | 0.049 |

If the sign of $d_2$ is reversed, the two contributions partly cancel and the exact magnitude drops to $1/\sqrt{157}\approx0.080$, while the bound stays at 0.443. The bound keeps no information about relative phases, so it can be far from the amplitude when the decay paths interfere destructively.

## Excited states that couple to each other

A broader model would replace the diagonal excited block by a Hermitian matrix $B$ whose smallest eigenvalue $\delta$ is positive. The column of admixtures would then be $-(B-E)^{-1}v^*c_0$, and the corresponding estimate would be

$$|A|\le |c_0|\,\frac{\|d\|\,\|v\|}{\delta},$$

with Euclidean norms of the lists $d_i$ and $v_i$. This admits interactions within the excited manifold, but a single smallest gap takes the place of the separate $D_i$. Diagonalising $B$ first recovers the state-by-state form, with gaps, couplings and transition amplitudes that refer to the eigenstates of $B$.
